# For distinct eigenvalues and a generic model space, the Bloch equations have one root per choice of dim P eigenstates

Take two degenerate levels at energy 0 with coupling 1. One level spans the model space P, the other the outer space Q. A state with P-component \(x\) and Q-component \(Tx\) is an eigenstate only if the single amplitude \(T\) satisfies

\[
1 - T^2 = 0 .
\]

The roots are \(T=1\) and \(T=-1\). They belong to the eigenstates \((1,1)/\sqrt2\) and \((1,-1)/\sqrt2\), and \(T\) is the ratio of the two components. Both roots are exact, and the equation prefers neither.

If the coupling is removed and the Q level is placed at energy 1, the equation becomes \(T=0\), with one root. The eigenstate \((0,1)\) has no P-component, so no amplitude can generate it from P.

## The number of exact amplitude matrices

Let \(m=\dim P\) and \(k=\dim Q\), and let \(H\) be a complex matrix on \(P\oplus Q\) with blocks \(H_{PP},H_{PQ},H_{QP},H_{QQ}\). The unknown \(T\) is a \(k\times m\) matrix. The Bloch equations of effective-Hamiltonian theory are \(R(T)=0\), with the residual

\[
R(T)=H_{QP}+H_{QQ}T-TH_{PP}-TH_{PQ}T .
\]

Suppose that \(H\) has \(m+k\) distinct eigenvalues and that eigenvectors belonging to any \(m\) different eigenvalues have linearly independent P-components. Then \(R(T)=0\) has exactly

\[
\binom{m+k}{m}
\]

complex solutions. A Hermitian \(H\) that meets these two conditions is a special case.

## Which energies a converged solver returns

In an effective-Hamiltonian calculation on a finite configuration basis, with untruncated linear amplitudes, a code can solve \(R(T)=0\) and then diagonalise the \(m\times m\) matrix \(H_{\mathrm{eff}}=H_{PP}+H_{PQ}T\). A simple iteration with diagonal energy denominators is

\[
T_{ai}\leftarrow T_{ai}+\frac{R_{ai}}{H_{ii}-H_{aa}},
\]

with \(i\) in P, \(a\) in Q and \(H_{ii}\neq H_{aa}\). At a root, the eigenvalues of \(H_{\mathrm{eff}}\) are \(m\) exact eigenvalues of \(H\). Which \(m\) they are depends on the root reached, and a vanishing residual does not single out the lowest ones.

A three-site chain with zero site energies and nearest-neighbour coupling 1 shows this. Its equal diagonal elements rule out the iteration above, but the roots can be found by hand. Let P be the first site and \(T=(t_1,t_2)^{\mathsf T}\). The equations are

\[
1+t_2-t_1^2=0,\qquad t_1-t_1t_2=0 .
\]

The second gives \(t_1=0\) or \(t_2=1\). The roots are therefore \((0,-1)\), \((\sqrt2,1)\) and \((-\sqrt2,1)\), which is \(\binom31=3\) of them. Here \(H_{\mathrm{eff}}=t_1\), so they return the energies \(0\), \(\sqrt2\) and \(-\sqrt2\).

If P is the middle site instead, the equations are \(1-t_1(t_1+t_2)=0\) and \(1-t_2(t_1+t_2)=0\). They force \(t_1=t_2=\pm1/\sqrt2\), so only two roots remain. The zero-energy state \((1,0,-1)/\sqrt2\) vanishes on the middle site and is lost.

## Counting captured eigenstates

Write the eigenvectors as \(v_i=(x_i,y_i)\), with eigenvalues \(E_i\), P-part \(x_i\) and Q-part \(y_i\). The Schrödinger equation splits into

\[
H_{PP}x_i+H_{PQ}y_i=E_ix_i,\qquad H_{QP}x_i+H_{QQ}y_i=E_iy_i .
\]

Say that \(T\) captures state \(i\) if \(y_i=Tx_i\).

**At most \(m\) states are captured.** For a captured state the first equation becomes \((H_{PP}+H_{PQ}T)x_i=E_ix_i\). Moreover \(x_i\neq0\), since otherwise \(y_i=Tx_i=0\) and \(v_i=0\). An \(m\times m\) matrix has at most \(m\) eigenvectors with distinct eigenvalues.

**At a root, at most \(k\) states are missed.** Let \(d_i=y_i-Tx_i\). Expanding and inserting both block equations gives

\[
\begin{aligned}
(H_{QQ}-TH_{PQ})d_i
&=H_{QQ}y_i-TH_{PQ}y_i-H_{QQ}Tx_i+TH_{PQ}Tx_i\\
&=(E_iy_i-H_{QP}x_i)-(E_iTx_i-TH_{PP}x_i)-H_{QQ}Tx_i+TH_{PQ}Tx_i\\
&=E_id_i-R(T)x_i .
\end{aligned}
\]

If \(R(T)=0\), every nonzero \(d_i\) is an eigenvector of a \(k\times k\) matrix with eigenvalue \(E_i\), so at most \(k\) of them are nonzero. There are \(m+k\) states in all, hence exactly \(m\) are captured.

**Every set of \(m\) states gives a root.** Let \(s\) be such a set. Its P-parts form a basis of P, so the conditions \(Tx_i=y_i\) for \(i\in s\) define one matrix \(T\). On this basis

\[
R(T)x_i=H_{QP}x_i+H_{QQ}y_i-T(H_{PP}x_i+H_{PQ}y_i)=E_iy_i-E_iTx_i=0 ,
\]

and so \(R(T)=0\). This root captures all of \(s\) and, by the previous count, nothing else.

**Different roots capture different sets.** Two roots with the same captured set agree on a basis of P and are equal. Roots therefore correspond one-to-one to \(m\)-element sets of eigenstates, which gives the binomial coefficient.

## The Lean file

```lean
import Mathlib

open Matrix

namespace BlochRootCount

noncomputable section

variable {p q : Type*}

/-- The model-space (P) components of a state. -/
def pPart (v : p ⊕ q → ℂ) : p → ℂ := fun a => v (Sum.inl a)

/-- The outer-space (Q) components of a state. -/
def qPart (v : p ⊕ q → ℂ) : q → ℂ := fun a => v (Sum.inr a)

variable [Fintype p] [Fintype q]

/-- The residual `H_QP + H_QQ T - T H_PP - T H_PQ T` of the Bloch amplitude equations. -/
def blochResidual (H : Matrix (p ⊕ q) (p ⊕ q) ℂ) (T : Matrix q p ℂ) : Matrix q p ℂ :=
  H.toBlocks₂₁ + H.toBlocks₂₂ * T - T * H.toBlocks₁₁ - T * H.toBlocks₁₂ * T

/-- The states `v i` are eigenvectors of `H` with pairwise distinct eigenvalues `E i`,
as many as the dimension of the whole space. -/
structure SimpleSpectrum (H : Matrix (p ⊕ q) (p ⊕ q) ℂ) (E : p ⊕ q → ℂ)
    (v : p ⊕ q → p ⊕ q → ℂ) : Prop where
  eigen : ∀ i, H *ᵥ v i = E i • v i
  ne_zero : ∀ i, v i ≠ 0
  distinct : Function.Injective E

/-- Any choice of as many states as the model space has dimensions
has linearly independent P-components. -/
def GenericReference (v : p ⊕ q → p ⊕ q → ℂ) : Prop :=
  ∀ s : Finset (p ⊕ q), s.card = Fintype.card p →
    LinearIndependent ℂ (fun i : s => pPart (v i))

open Classical in
/-- The states that the amplitudes `T` reproduce from their P-components. -/
def captured (v : p ⊕ q → p ⊕ q → ℂ) (T : Matrix q p ℂ) : Finset (p ⊕ q) :=
  Finset.univ.filter (fun i => qPart (v i) = T *ᵥ pPart (v i))

lemma mem_captured {v : p ⊕ q → p ⊕ q → ℂ} {T : Matrix q p ℂ} {i : p ⊕ q} :
    i ∈ captured v T ↔ qPart (v i) = T *ᵥ pPart (v i) := by
  simp [captured]

/-- The Schrödinger equation split into its P and Q components. -/
theorem block_eigen {H : Matrix (p ⊕ q) (p ⊕ q) ℂ} {e : ℂ} {v : p ⊕ q → ℂ}
    (h : H *ᵥ v = e • v) :
    H.toBlocks₁₁ *ᵥ pPart v + H.toBlocks₁₂ *ᵥ qPart v = e • pPart v ∧
    H.toBlocks₂₁ *ᵥ pPart v + H.toBlocks₂₂ *ᵥ qPart v = e • qPart v := by
  constructor
  · ext a
    simpa [mulVec, dotProduct, Fintype.sum_sum_type, toBlocks₁₁, toBlocks₁₂, pPart, qPart]
      using congrFun h (Sum.inl a)
  · ext a
    simpa [mulVec, dotProduct, Fintype.sum_sum_type, toBlocks₂₁, toBlocks₂₂, pPart, qPart]
      using congrFun h (Sum.inr a)


/-- If `T` solves the Bloch equations, the defect `v_Q - T v_P` of any eigenstate of `H` obeys
an eigenvalue equation for `H_QQ - T H_PQ` with the same energy. -/
theorem defect_eigen {H : Matrix (p ⊕ q) (p ⊕ q) ℂ} {T : Matrix q p ℂ} {e : ℂ}
    {v : p ⊕ q → ℂ} (hR : blochResidual H T = 0) (h : H *ᵥ v = e • v) :
    (H.toBlocks₂₂ - T * H.toBlocks₁₂) *ᵥ (qPart v - T *ᵥ pPart v)
      = e • (qPart v - T *ᵥ pPart v) := by
  obtain ⟨hp, hq⟩ := block_eigen h
  have hp' := congrArg (fun z => T *ᵥ z) hp
  have hr : blochResidual H T *ᵥ pPart v = 0 := by rw [hR, zero_mulVec]
  simp only [mulVec_add, mulVec_smul] at hp'
  simp only [blochResidual, add_mulVec, sub_mulVec, ← mulVec_mulVec] at hr
  simp only [sub_mulVec, mulVec_sub, ← mulVec_mulVec]
  linear_combination (norm := module) hq - hp' - hr

/-- A matrix has no more eigenvectors with distinct eigenvalues than its dimension. -/
lemma card_le_of_eigen {ι r : Type*} [Fintype r] (K : Matrix r r ℂ) {E : ι → ℂ}
    (hE : Function.Injective E) (w : ι → r → ℂ) (s : Finset ι)
    (hw : ∀ i ∈ s, K *ᵥ w i = E i • w i ∧ w i ≠ 0) : s.card ≤ Fintype.card r := by
  have hli : LinearIndependent ℂ (fun i : s => w i) :=
    Module.End.eigenvectors_linearIndependent' K.mulVecLin (fun i : s => E i)
      (hE.comp Subtype.val_injective) (fun i : s => w i)
      (fun i => ⟨Module.End.mem_eigenspace_iff.mpr (hw i.1 i.2).1, (hw i.1 i.2).2⟩)
  simpa using hli.fintype_card_le_finrank

/-- For `H` with distinct eigenvalues, every solution of the Bloch equations reproduces exactly
as many eigenstates as the model space has dimensions. -/
theorem captured_card {H : Matrix (p ⊕ q) (p ⊕ q) ℂ} {E : p ⊕ q → ℂ}
    {v : p ⊕ q → p ⊕ q → ℂ} (h : SimpleSpectrum H E v) {T : Matrix q p ℂ}
    (hR : blochResidual H T = 0) : (captured v T).card = Fintype.card p := by
  classical
  -- captured states give eigenvectors of the effective Hamiltonian in P
  have h1 := card_le_of_eigen (H.toBlocks₁₁ + H.toBlocks₁₂ * T) h.distinct
    (fun i => pPart (v i)) (captured v T) (fun i hi => by
      have hT := mem_captured.mp hi
      have he : (H.toBlocks₁₁ + H.toBlocks₁₂ * T) *ᵥ pPart (v i) = E i • pPart (v i) := by
        rw [add_mulVec, ← mulVec_mulVec, ← hT]
        exact (block_eigen (h.eigen i)).1
      refine ⟨he, fun h0 => h.ne_zero i ?_⟩
      have h0' : pPart (v i) = 0 := h0
      rw [h0', mulVec_zero] at hT
      ext a
      rcases a with a | a
      · exact congrFun h0' a
      · exact congrFun hT a)
  -- the defects of all other states are eigenvectors in Q
  have h2 := card_le_of_eigen (H.toBlocks₂₂ - T * H.toBlocks₁₂) h.distinct
    (fun i => qPart (v i) - T *ᵥ pPart (v i)) (captured v T)ᶜ (fun i hi =>
      ⟨defect_eigen hR (h.eigen i), fun h0 =>
        Finset.mem_compl.mp hi (mem_captured.mpr (sub_eq_zero.mp h0))⟩)
  have h3 := Finset.card_add_card_compl (captured v T)
  rw [Fintype.card_sum] at h3
  omega

omit [Fintype q] in
/-- Amplitudes are fixed by their action on the P-components of as many states as the model
space has dimensions, if these components are linearly independent. -/
lemma eq_of_agree {v : p ⊕ q → p ⊕ q → ℂ} {s : Finset (p ⊕ q)}
    (hli : LinearIndependent ℂ (fun i : s => pPart (v i))) (hs : s.card = Fintype.card p)
    {A B : Matrix q p ℂ} (h : ∀ i ∈ s, A *ᵥ pPart (v i) = B *ᵥ pPart (v i)) : A = B := by
  classical
  apply Matrix.toLin'.injective
  have hspan := hli.span_eq_top_of_card_eq_finrank' (by simp [hs])
  refine LinearMap.ext_on_range hspan (fun i => ?_)
  rw [toLin'_apply, toLin'_apply]
  exact h i.1 i.2

/-- For `H` with distinct eigenvalues, any set of eigenstates, as many as the model space has
dimensions and with independent P-components, is the set reproduced by some Bloch solution. -/
theorem exists_root {H : Matrix (p ⊕ q) (p ⊕ q) ℂ} {E : p ⊕ q → ℂ}
    {v : p ⊕ q → p ⊕ q → ℂ} (h : SimpleSpectrum H E v) {s : Finset (p ⊕ q)}
    (hli : LinearIndependent ℂ (fun i : s => pPart (v i))) (hs : s.card = Fintype.card p) :
    ∃ T : Matrix q p ℂ, blochResidual H T = 0 ∧ captured v T = s := by
  classical
  -- define T on the basis of P-components
  have hspan := hli.span_eq_top_of_card_eq_finrank' (by simp [hs])
  let b := Module.Basis.mk hli hspan.ge
  let f : (p → ℂ) →ₗ[ℂ] (q → ℂ) := b.constr ℂ (fun i => qPart (v i))
  have hf : ∀ i ∈ s, qPart (v i) = LinearMap.toMatrix' f *ᵥ pPart (v i) := by
    intro i hi
    have hb : b ⟨i, hi⟩ = pPart (v i) := by simp [b]
    have hfb : f (b ⟨i, hi⟩) = qPart (v i) :=
      b.constr_basis ℂ (fun j : s => qPart (v j)) ⟨i, hi⟩
    rw [← toLin'_apply, toLin'_toMatrix', ← hb]
    exact hfb.symm
  have hR : blochResidual H (LinearMap.toMatrix' f) = 0 := by
    refine eq_of_agree hli hs (fun i hi => ?_)
    obtain ⟨hp, hq⟩ := block_eigen (h.eigen i)
    have hp' := congrArg (fun z => LinearMap.toMatrix' f *ᵥ z) hp
    simp only [mulVec_add, mulVec_smul, ← hf i hi] at hp'
    simp only [blochResidual, add_mulVec, sub_mulVec, ← mulVec_mulVec, zero_mulVec, ← hf i hi]
    linear_combination (norm := module) hq - hp'
  refine ⟨_, hR, (Finset.eq_of_subset_of_card_le
    (fun i hi => mem_captured.mpr (hf i hi)) ?_).symm⟩
  rw [captured_card h hR, hs]

/-- If `H` has distinct eigenvalues and any `dim P` eigenvectors have independent P-components,
the Bloch equations have exactly `(dim P + dim Q).choose (dim P)` complex solutions. -/
theorem bloch_root_count {H : Matrix (p ⊕ q) (p ⊕ q) ℂ} {E : p ⊕ q → ℂ}
    {v : p ⊕ q → p ⊕ q → ℂ} (h : SimpleSpectrum H E v) (hP : GenericReference v) :
    {T : Matrix q p ℂ | blochResidual H T = 0}.ncard
      = (Fintype.card p + Fintype.card q).choose (Fintype.card p) := by
  have himg : captured v '' {T : Matrix q p ℂ | blochResidual H T = 0}
      = ↑(Finset.powersetCard (Fintype.card p) (Finset.univ : Finset (p ⊕ q))) := by
    ext s
    simp only [Set.mem_image, Set.mem_ofPred_eq, Finset.mem_coe, Finset.mem_powersetCard_univ]
    constructor
    · rintro ⟨T, hT, rfl⟩
      exact captured_card h hT
    · intro hs
      exact exists_root h (hP s hs) hs
  have hinj : Set.InjOn (captured v) {T : Matrix q p ℂ | blochResidual H T = 0} := by
    intro T hT T' _ he
    have hc := captured_card h hT
    refine eq_of_agree (hP _ hc) hc (fun i hi => ?_)
    have hi' : i ∈ captured v T' := by rw [← he]; exact hi
    exact (mem_captured.mp hi).symm.trans (mem_captured.mp hi')
  rw [← Set.InjOn.ncard_image hinj, himg, Set.ncard_coe_finset, Finset.card_powersetCard,
    Finset.card_univ, Fintype.card_sum]


/-- The signs `+1` and `-1` labelling the two states of a coupled pair. -/
def pairSign : Fin 1 ⊕ Fin 1 → ℂ := Sum.elim (fun _ => 1) (fun _ => -1)

/-- The unnormalised states `(1, 1)` and `(1, -1)`. -/
def pairState (i : Fin 1 ⊕ Fin 1) : Fin 1 ⊕ Fin 1 → ℂ :=
  Sum.elim (fun _ => 1) (fun _ => pairSign i)

/-- Two degenerate levels with coupling 1 form a Hermitian Hamiltonian that meets the
hypotheses of the root count, with eigenvectors `(1, 1)` and `(1, -1)`. -/
theorem bloch_root_count_witness :
    (fromBlocks 0 1 1 0 : Matrix (Fin 1 ⊕ Fin 1) (Fin 1 ⊕ Fin 1) ℂ).IsHermitian ∧
    SimpleSpectrum (fromBlocks 0 1 1 0) pairSign pairState ∧ GenericReference pairState := by
  refine ⟨by simp [IsHermitian, fromBlocks_conjTranspose], ⟨fun i => ?_, fun i h => ?_, ?_⟩, ?_⟩
  · ext j
    rcases i with i | i <;> rcases j with j | j <;> fin_cases i <;> fin_cases j <;>
      simp [pairSign, pairState, mulVec, dotProduct, Fintype.sum_sum_type]
  · have h0 := congrFun h (Sum.inl 0)
    simp [pairState] at h0
  · intro i j h
    rcases i with i | i <;> rcases j with j | j
    · rw [Subsingleton.elim i j]
    · exact absurd h (by norm_num [pairSign])
    · exact absurd h (by norm_num [pairSign])
    · rw [Subsingleton.elim i j]
  · intro s hs
    obtain ⟨i, rfl⟩ := Finset.card_eq_one.mp (hs.trans (by simp))
    rw [Fintype.linearIndependent_iff]
    intro g hg j
    have hsub : ∀ k : ({i} : Finset (Fin 1 ⊕ Fin 1)), k = j := fun k =>
      Subtype.ext ((Finset.mem_singleton.mp k.2).trans (Finset.mem_singleton.mp j.2).symm)
    rw [Finset.sum_eq_single j (fun k _ hk => absurd (hsub k) hk)
      (fun h => absurd (Finset.mem_univ j) h)] at hg
    simpa [pPart, pairState] using congrFun hg 0

/-- For two uncoupled levels with energies 0 (in P) and 1 (in Q), the Bloch equation has
`T = 0` as its only solution. -/
theorem uncoupled_single_root :
    {T : Matrix (Fin 1) (Fin 1) ℂ | blochResidual (fromBlocks 0 0 0 1) T = 0} = {0} := by
  ext T
  simp [blochResidual]

end

end BlochRootCount
```

```lean
#print axioms BlochRootCount.bloch_root_count
#print axioms BlochRootCount.uncoupled_single_root
```

```
'BlochRootCount.bloch_root_count' depends on axioms: [propext, Classical.choice, Quot.sound]
'BlochRootCount.uncoupled_single_root' depends on axioms: [propext, Classical.choice, Quot.sound]
```

## From the lemmas to the count

`block_eigen` splits the Schrödinger equation by reading it component by component. `defect_eigen` is the three-line expansion above: its `linear_combination` takes the Q equation, subtracts \(T\) times the P equation, and subtracts the residual applied to \(x_i\).

`card_le_of_eigen` bounds the number of eigenvectors with distinct eigenvalues by the dimension, through their linear independence. `captured_card` uses it twice, for the captured states in P and for the defects in Q, and `omega` combines the two bounds with the total \(m+k\).

`exists_root` builds \(T\) from the basis of P-parts with `b.constr`. It shows that the residual vanishes by means of `eq_of_agree`, which says that two amplitude matrices agreeing on that basis are equal. In `bloch_root_count`, `himg` identifies the captured sets with all \(m\)-element subsets, and `hinj` shows that no two roots share one.

## Scope of the root count

The types `p` and `q` label the basis functions of P and Q, so \(m\) is `Fintype.card p` and \(k\) is `Fintype.card q`. The blocks `toBlocks₁₁`, `toBlocks₁₂`, `toBlocks₂₁` and `toBlocks₂₂` are \(H_{PP}\), \(H_{PQ}\), \(H_{QP}\) and \(H_{QQ}\). The eigenstates are also numbered by `p ⊕ q`, but only as labels: a state numbered by an element of `p` need not lie mainly in P.

`SimpleSpectrum H E v` supplies nonzero eigenvectors with distinct eigenvalues, which need not be normalised or orthogonal. `GenericReference v` is the independence condition. It stands for a model space in which no \(m\) eigenstates become linearly dependent when projected onto P. Both are assumptions about the given \(H\), and Hermiticity is not required. Either space may be empty; the only amplitude matrix is then the empty one, and the count is 1.

The solution set is counted by `ncard`, which returns 0 for an infinite set. Since the binomial coefficient is positive, the theorem also says that the set is finite.

`bloch_root_count_witness` confirms that the coupled pair from the opening is Hermitian and satisfies both assumptions; its code uses the unnormalised vectors \((1,1)\) and \((1,-1)\). `uncoupled_single_root` treats the uncoupled pair, whose one root instead of two shows that distinct eigenvalues alone do not give the count. Distinctness matters as well: for the \(2\times2\) identity matrix with \(m=k=1\), the residual is \(T-T=0\) for every \(T\), although the eigenvectors \((1,\pm1)/\sqrt2\) both have nonzero P-components.

The theorem concerns the full matrix equation in finite dimension. It does not treat an exponential ansatz or truncated amplitudes, and it says nothing about which root an iteration reaches or whether it converges.
